# Products 1s(a)1s(b) stay above the H⁻ detachment threshold, and a symmetrized one falls below it

## Can a proton hold two electrons?

A hydrogen atom with a second electron far away and at rest has energy \(-1/2\) hartree. The hydride ion H⁻ is bound only if two electrons near the proton can do better. With the nucleus fixed, the Hamiltonian in atomic units is

\[
H=-\tfrac12\nabla_1^2-\tfrac12\nabla_2^2-\frac1{r_1}-\frac1{r_2}+\frac1{r_{12}} .
\]

A natural trial state puts one electron in a compact orbital \(e^{-ar}\) and the other in a diffuse orbital \(e^{-br}\). As a plain product, this state never gets below \(-1/2\), whatever the positive exponents. For \(a\ne b\) the plain product is not itself an admissible two-electron state, since no spin factor makes it antisymmetric, but its energy equals that of the Slater determinant in which the two orbitals carry opposite spins. Chandrasekhar's trial function adds the term with the electrons exchanged, and at \(a=26/25\), \(b=7/25\) its energy is below \(-0.513\).

For electronic structure this shows, within a two-exponent family of 1s functions, that including the product with the electrons exchanged can decide whether an anion is predicted to be bound.

## The two inequalities and their Lean objects

The theorem `symmetrization_binds_hydride` has two parts. For all real \(a,b>0\), `productEnergy a b` exceeds \(-1/2\); and `symmetrizedEnergy (26 / 25) (7 / 25)` is less than \(-513/1000\). The second part concerns one pair of exponents and does not locate the minimum.

Both energies are built from radial integrals over unnormalized orbitals:

- `overlap a b` is \(S(a,b)=\int_0^\infty r^2e^{-(a+b)r}\,dr\).
- `oneBody a b` is \(h(a,b)\), the kinetic energy in gradient form plus the attraction to the proton.
- `innerRepulsion f g` is \(W(f,g)=\int_0^\infty r f(r)\int_0^r s^2g(s)\,ds\,dr\). This is only the part of the Coulomb integral in which the electron with density \(g\) is closer to the nucleus; the full integral is \(W(f,g)+W(g,f)\).
- `directTerm` and `exchangeTerm` are the matrix elements \(D\) and \(X\) of \(H\) between the product and, respectively, itself and its exchanged partner.

The angular factors \(4\pi\) are omitted throughout because they cancel in the energy quotients.

The step from these definitions to the ion is the identification of the radial quotients with expectation values of \(H\) in three-dimensional space. Given that, the variational principle places the ground state below \(-0.513\), and hence below the threshold.

## From radial integrals to closed forms

Everything rests on \(\int_0^\infty r^ne^{-cr}\,dr=n!/c^{n+1}\) for \(c>0\). It gives

\[
S(a,b)=\frac{2}{(a+b)^3},\qquad h(a,b)=\frac{ab}{(a+b)^3}-\frac1{(a+b)^2}.
\]

With \(a=b\), the normalized one-electron energy is \(h(a,a)/S(a,a)=a^2/2-a\).

For the repulsion, a spherical average replaces \(1/r_{12}\) by \(1/\max(r_1,r_2)\). The charge of \(e^{-ds}\) inside radius \(r\) is

\[
\int_0^r s^2e^{-ds}ds=\frac2{d^3}-\Big(\frac{r^2}{d}+\frac{2r}{d^2}+\frac2{d^3}\Big)e^{-dr}.
\]

Multiplying by \(re^{-cr}\) and integrating gives

\[
W=\frac{2}{d^3c^2}-\frac{6}{d(c+d)^4}-\frac{4}{d^2(c+d)^3}-\frac{2}{d^3(c+d)^2}
=\frac{2(4c+d)}{c^2(c+d)^4}.
\]

Adding the term with \(c\) and \(d\) exchanged gives \(2(c^2+3cd+d^2)/(c^2d^2(c+d)^3)\). Now set \(c=2a\), \(d=2b\) and divide by the squared norm \(N=S(a,a)S(b,b)=1/(16a^3b^3)\). The repulsion \(J\) and the product energy \(P\) are

\[
J=\frac{ab(a^2+3ab+b^2)}{(a+b)^3},\qquad P=\frac{a^2}2-a+\frac{b^2}2-b+J .
\]

For the exchange term, both densities are \(e^{-(a+b)r}\), so

\[
X=2S(a,b)h(a,b)+\frac{5}{4(a+b)^5}=\frac{4}{(a+b)^6}\Big(ab-\frac{11(a+b)}{16}\Big).
\]

The normalized squared overlap is \(Q=S(a,b)^2/N=64a^3b^3/(a+b)^6\). In the Rayleigh quotient of the symmetrized state a common factor 2 cancels, leaving

\[
E=\frac{D+X}{N+S(a,b)^2}=\frac{P+Q\big(ab-\frac{11}{16}(a+b)\big)}{1+Q}.
\]

## Why the product stays above −1/2

By exchange symmetry, take \(b\le a\). Direct expansion gives

\[
J=b-\frac{2b^2}{5a}+\frac{b^2\,p}{5a(a+b)^3},\qquad p=2a^3-4a^2b+ab^2+2b^3 ,
\]

and \(p\) is positive because

\[
27p=(11a+6b)(3b-2a)^2+10a^3 .
\]

Hence \(J\ge b-2b^2/(5a)\). With \(q=b^2/a\), which satisfies \(0<q\le a\),

\[
P+\frac12\ \ge\ \frac{(a-1)^2}{2}+q\Big(\frac a2-\frac25\Big).
\]

If \(a>4/5\), the second term is positive and the first is nonnegative. If \(a\le4/5\), the bracket is not positive, so replacing \(q\) by \(a\) can only lower the right side, which is then at least

\[
a^2-\frac{7a}{5}+\frac12=\Big(a-\frac7{10}\Big)^2+\frac1{100}>0 .
\]

## Equal exponents and a vanishing outer exponent

At \(a=b\) the two products coincide, \(Q=1\), and \(E=P=a^2-11a/8\). The minimum is \(-121/256\approx-0.473\) at \(a=11/16\), so symmetrization gains nothing there.

At \(a=1\), \(J\le b\) gives \(P\le-1/2+b^2/2\). The product energy therefore approaches \(-1/2\) as \(b\to0\), when the outer electron drifts away, and no larger constant would serve as a lower bound. This sharpness is an addition to the Lean theorem, which states only the strict inequality.

## The exchange term in a two-configuration calculation

For \(a\ne b\), a valence-bond or nonorthogonal configuration-interaction calculation can use the two products as a spatial basis, with matrices

\[
\begin{pmatrix}D&X\\X&D\end{pmatrix},\qquad
\begin{pmatrix}N&S(a,b)^2\\S(a,b)^2&N\end{pmatrix}.
\]

The symmetric combination, which belongs to the spin singlet, has the generalized eigenvalue \(E\). At \((26/25,7/25)\) the numbers are \(P\approx-0.4825\), \(Q\approx0.2988\) and \(X/S(a,b)^2=-0.6163\). The energy is a weighted mean of \(P\) and this last value, with weights \(1\) and \(Q\), and comes to about \(-0.5133\).

## The complete Lean file

```lean
import Mathlib

open MeasureTheory Set

namespace HydrideSymmetrization

noncomputable section

/-- The unnormalized 1s orbital with exponent `a`, in atomic units. -/
def orbital (a r : ℝ) : ℝ := Real.exp (-(a * r))

/-- A 1s orbital times a power of the radius. -/
def mom (n : ℕ) (c r : ℝ) : ℝ := r ^ n * orbital c r

/-- The radial overlap integral of two 1s orbitals. -/
def overlap (a b : ℝ) : ℝ := ∫ r in Ioi (0 : ℝ), r ^ 2 * (orbital a * orbital b) r

/-- Kinetic energy (in gradient form) plus attraction to a proton, between 1s orbitals, without the
angular factor `4π`. -/
def oneBody (a b : ℝ) : ℝ := ∫ r in Ioi (0 : ℝ),
  (r ^ 2 * (deriv (orbital a) r * deriv (orbital b) r) / 2 - r * (orbital a * orbital b) r)

/-- The Coulomb energy of a spherical density `f` with the part of `g` closer to the nucleus,
without the angular factor `(4π)^2`. -/
def innerRepulsion (f g : ℝ → ℝ) : ℝ :=
  ∫ r in Ioi (0 : ℝ), r * f r * (∫ s in (0 : ℝ)..r, s ^ 2 * g s)

/-- The expectation value of the hydride Hamiltonian in 1s(a)1s(b), for positive exponents, before
normalization and without the angular factor `(4π)^2`. -/
def directTerm (a b : ℝ) : ℝ := oneBody a a * overlap b b + overlap a a * oneBody b b
  + (innerRepulsion (orbital a * orbital a) (orbital b * orbital b)
    + innerRepulsion (orbital b * orbital b) (orbital a * orbital a))

/-- The matrix element of the hydride Hamiltonian between the unnormalized products 1s(a)1s(b) and
1s(b)1s(a), for positive exponents and without the angular factor `(4π)^2`. -/
def exchangeTerm (a b : ℝ) : ℝ := 2 * overlap a b * oneBody a b
  + 2 * innerRepulsion (orbital a * orbital b) (orbital a * orbital b)

/-- The energy of the product 1s(a)1s(b), for positive exponents. -/
def productEnergy (a b : ℝ) : ℝ := directTerm a b / (overlap a a * overlap b b)

/-- The energy of 1s(a)1s(b) + 1s(b)1s(a), for positive exponents. -/
def symmetrizedEnergy (a b : ℝ) : ℝ :=
  (directTerm a b + exchangeTerm a b) / (overlap a a * overlap b b + overlap a b ^ 2)

/-- For `c > 0` the function `r ^ n * exp (-c r)` is integrable on the half-line, with
integral `n! / c ^ (n + 1)`. -/
theorem mom_integral (n : ℕ) {c : ℝ} (hc : 0 < c) :
    Integrable (mom n c) (volume.restrict (Ioi 0)) ∧
      ∫ r in Ioi (0 : ℝ), mom n c r = n.factorial / c ^ (n + 1) := by
  have hv : ∫ r in Ioi (0 : ℝ), mom n c r = n.factorial / c ^ (n + 1) := by
    have h := Real.integral_rpow_mul_exp_neg_mul_Ioi (a := (n : ℝ) + 1) (r := c)
      (by positivity) hc
    have hp : (1 / c) ^ ((n : ℝ) + 1) = (1 / c) ^ (n + 1) := by
      exact_mod_cast Real.rpow_natCast (1 / c) (n + 1)
    rw [Real.Gamma_nat_eq_factorial, hp] at h
    simp only [add_sub_cancel_right, Real.rpow_natCast] at h
    simp only [mom, orbital]
    rw [h, one_div, inv_pow, div_eq_inv_mul]
  refine ⟨?_, hv⟩
  -- a non-integrable function would have integral zero
  by_contra h
  have h0 : ∫ r in Ioi (0 : ℝ), mom n c r = 0 := integral_undef h
  have hpos : 0 < (n.factorial : ℝ) / c ^ (n + 1) := by positivity
  linarith

/-- The product of two 1s orbitals is an exponential with the summed exponent. -/
theorem orbital_mul (a b : ℝ) : orbital a * orbital b = orbital (a + b) := by
  funext r
  simp only [Pi.mul_apply, orbital, ← Real.exp_add]
  congr 1
  ring

/-- The radial derivative of a 1s orbital. -/
theorem hasDerivAt_orbital (a r : ℝ) : HasDerivAt (orbital a) (-a * orbital a r) r := by
  have h := ((hasDerivAt_id' r).const_mul a).fun_neg.exp
  exact h.congr_deriv (by unfold orbital; ring)

/-- The radial overlap integral of two 1s orbitals with positive exponents. -/
theorem overlap_eq {a b : ℝ} (ha : 0 < a) (hb : 0 < b) : overlap a b = 2 / (a + b) ^ 3 := by
  unfold overlap
  rw [orbital_mul]
  exact (mom_integral 2 (add_pos ha hb)).2.trans (by norm_num [Nat.factorial])

/-- The one-electron matrix element between 1s orbitals with positive exponents, without the angular
factor `4π`. -/
theorem oneBody_eq {a b : ℝ} (ha : 0 < a) (hb : 0 < b) :
    oneBody a b = a * b / (a + b) ^ 3 - 1 / (a + b) ^ 2 := by
  have e : ∀ r, r ^ 2 * (deriv (orbital a) r * deriv (orbital b) r) / 2
      - r * (orbital a * orbital b) r
      = a * b / 2 * mom 2 (a + b) r - mom 1 (a + b) r := by
    intro r
    rw [(hasDerivAt_orbital a r).deriv, (hasDerivAt_orbital b r).deriv]
    simp only [mom, ← orbital_mul, Pi.mul_apply]
    ring
  have m1 := mom_integral 1 (add_pos ha hb)
  have m2 := mom_integral 2 (add_pos ha hb)
  unfold oneBody
  simp only [e]
  rw [integral_sub (m2.1.const_mul _) m1.1, integral_const_mul, m1.2, m2.2]
  simp only [Nat.factorial]
  push_cast
  ring

/-- The Coulomb energy, without the angular factor `(4π)^2`, of one exponential density with the
inner part of another, for positive decay constants `c` and `d`. -/
theorem innerRepulsion_eq {c d : ℝ} (hc : 0 < c) (hd : 0 < d) :
    innerRepulsion (orbital c) (orbital d) = 2 / (d ^ 3 * c ^ 2) - 6 / (d * (c + d) ^ 4)
      - 4 / (d ^ 2 * (c + d) ^ 3) - 2 / (d ^ 3 * (c + d) ^ 2) := by
  -- the charge inside radius r, from an explicit antiderivative
  have hin : ∀ r, ∫ s in (0 : ℝ)..r, s ^ 2 * orbital d s
      = 2 / d ^ 3 - (r ^ 2 / d + 2 * r / d ^ 2 + 2 / d ^ 3) * orbital d r := by
    intro r
    have hder : ∀ s : ℝ, HasDerivAt
        (fun s => -((s ^ 2 / d + 2 * s / d ^ 2 + 2 / d ^ 3) * orbital d s))
        (s ^ 2 * orbital d s) s := by
      intro s
      have h : HasDerivAt (fun s : ℝ => s ^ 2 / d + 2 * s / d ^ 2 + 2 / d ^ 3)
          (2 * s / d + 2 / d ^ 2) s :=
        ((((hasDerivAt_pow 2 s).div_const d).fun_add
          (((hasDerivAt_id' s).const_mul 2).div_const (d ^ 2))).add_const
            (2 / d ^ 3)).congr_deriv (by norm_num)
      exact (h.fun_mul (hasDerivAt_orbital d s)).fun_neg.congr_deriv (by field_simp; ring)
    rw [intervalIntegral.integral_eq_sub_of_hasDerivAt (fun s _ => hder s)
      (Continuous.intervalIntegrable (by unfold orbital; fun_prop) _ _)]
    simp only [orbital, mul_zero, neg_zero, Real.exp_zero]
    ring
  have e : ∀ r, r * orbital c r
      * (2 / d ^ 3 - (r ^ 2 / d + 2 * r / d ^ 2 + 2 / d ^ 3) * orbital d r)
      = ((2 / d ^ 3) • mom 1 c - (1 / d) • mom 3 (c + d) - (2 / d ^ 2) • mom 2 (c + d)
        - (2 / d ^ 3) • mom 1 (c + d)) r := by
    intro r
    simp only [Pi.sub_apply, Pi.smul_apply, smul_eq_mul, mom, ← orbital_mul, Pi.mul_apply]
    ring
  have m0 := mom_integral 1 hc
  have m (n : ℕ) := mom_integral n (add_pos hc hd)
  have i1 := m0.1.smul (2 / d ^ 3)
  have i2 := (m 3).1.smul (1 / d)
  have i3 := (m 2).1.smul (2 / d ^ 2)
  unfold innerRepulsion
  simp only [hin, e]
  rw [integral_sub' ((i1.sub i2).sub i3) ((m 1).1.smul _), integral_sub' (i1.sub i2) i3,
    integral_sub' i1 i2]
  simp only [Pi.smul_apply, smul_eq_mul, integral_const_mul, m0.2, (m _).2, Nat.factorial]
  generalize c + d = k
  push_cast
  ring

/-- The closed form of the product energy for positive exponents. -/
theorem productEnergy_eq {a b : ℝ} (ha : 0 < a) (hb : 0 < b) :
    productEnergy a b = a ^ 2 / 2 - a + b ^ 2 / 2 - b
      + a * b * (a ^ 2 + 3 * a * b + b ^ 2) / (a + b) ^ 3 := by
  have hab : a + b ≠ 0 := (add_pos ha hb).ne'
  simp only [productEnergy, directTerm, orbital_mul, oneBody_eq ha ha, oneBody_eq hb hb,
    overlap_eq ha ha, overlap_eq hb hb, innerRepulsion_eq (add_pos ha ha) (add_pos hb hb),
    innerRepulsion_eq (add_pos hb hb) (add_pos ha ha)]
  rw [show a + a + (b + b) = 2 * (a + b) by ring, show b + b + (a + a) = 2 * (a + b) by ring,
    ← two_mul a, ← two_mul b]
  field_simp
  ring

/-- The closed form of the symmetrized energy for positive exponents. -/
theorem symmetrizedEnergy_eq {a b : ℝ} (ha : 0 < a) (hb : 0 < b) :
    symmetrizedEnergy a b = (a ^ 2 / 2 - a + b ^ 2 / 2 - b
      + a * b * (a ^ 2 + 3 * a * b + b ^ 2) / (a + b) ^ 3
      + 64 * a ^ 3 * b ^ 3 / (a + b) ^ 6 * (a * b - 11 * (a + b) / 16))
      / (1 + 64 * a ^ 3 * b ^ 3 / (a + b) ^ 6) := by
  have hab : 0 < a + b := add_pos ha hb
  have h0 : a + b ≠ 0 := hab.ne'
  have hN : overlap a a * overlap b b ≠ 0 := by
    rw [overlap_eq ha ha, overlap_eq hb hb]
    positivity
  have hD : directTerm a b = productEnergy a b * (overlap a a * overlap b b) :=
    (div_eq_iff hN).1 rfl
  have hT : overlap a b ^ 2
      = 64 * a ^ 3 * b ^ 3 / (a + b) ^ 6 * (overlap a a * overlap b b) := by
    rw [overlap_eq ha hb, overlap_eq ha ha, overlap_eq hb hb, ← two_mul a, ← two_mul b]
    field_simp
    ring
  -- the exchange term carries the squared overlap as a factor
  have hX : exchangeTerm a b = 64 * a ^ 3 * b ^ 3 / (a + b) ^ 6
      * (a * b - 11 * (a + b) / 16) * (overlap a a * overlap b b) := by
    simp only [exchangeTerm, orbital_mul, oneBody_eq ha hb, overlap_eq ha hb,
      overlap_eq ha ha, overlap_eq hb hb, innerRepulsion_eq hab hab]
    rw [← two_mul (a + b), ← two_mul a, ← two_mul b]
    field_simp
    ring
  unfold symmetrizedEnergy
  rw [hD, hX, hT, ← add_mul, ← one_add_mul, mul_div_mul_right _ _ hN, productEnergy_eq ha hb]

/-- Every unsymmetrized product with positive exponents has energy above -1/2, while the
symmetrized state with exponents 26/25 and 7/25 has energy below -0.513. -/
theorem symmetrization_binds_hydride :
    (∀ a b : ℝ, 0 < a → 0 < b → -1 / 2 < productEnergy a b) ∧
      symmetrizedEnergy (26 / 25) (7 / 25) < -513 / 1000 := by
  have key : ∀ a b : ℝ, 0 < a → 0 < b → b ≤ a → -1 / 2 < productEnergy a b := by
    intro a b ha hb hba
    rw [productEnergy_eq ha hb]
    have hpoly : 0 ≤ 2 * a ^ 3 - 4 * a ^ 2 * b + a * b ^ 2 + 2 * b ^ 3 := by
      nlinarith [mul_nonneg hb.le (sq_nonneg (3 * b - 2 * a)),
        mul_nonneg ha.le (sq_nonneg (3 * b - 2 * a)), pow_pos ha 3]
    -- lower bound on the repulsion
    have hJ : a * b * (a ^ 2 + 3 * a * b + b ^ 2) / (a + b) ^ 3 = b - 2 / 5 * (b ^ 2 / a)
        + b ^ 2 * (2 * a ^ 3 - 4 * a ^ 2 * b + a * b ^ 2 + 2 * b ^ 3)
          / (5 * a * (a + b) ^ 3) := by
      have hab : a + b ≠ 0 := (add_pos ha hb).ne'
      field_simp
      ring
    have hR := div_nonneg (mul_nonneg (sq_nonneg b) hpoly)
      (show 0 ≤ 5 * a * (a + b) ^ 3 by positivity)
    have hq : 0 < b ^ 2 / a := by positivity
    have hqa : b ^ 2 / a ≤ a := by
      rw [div_le_iff₀ ha]
      nlinarith
    have hbq : b ^ 2 = a * (b ^ 2 / a) := by field_simp
    have hmain : 0 < (a - 1) ^ 2 / 2 + b ^ 2 / a * (a / 2 - 2 / 5) := by
      rcases lt_or_ge (4 / 5) a with h | h
      · have h3 : 0 < b ^ 2 / a * (a / 2 - 2 / 5) := mul_pos hq (by linarith)
        linarith [sq_nonneg (a - 1)]
      · nlinarith [mul_nonneg (sub_nonneg.2 hqa) (sub_nonneg.2 h), sq_nonneg (a - 7 / 10)]
    rw [hJ]
    linarith
  refine ⟨fun a b ha hb => ?_, ?_⟩
  · rcases le_total b a with h | h
    · exact key a b ha hb h
    · have hsym : productEnergy a b = productEnergy b a := by
        unfold productEnergy directTerm
        ring
      rw [hsym]
      exact key b a hb ha h
  · rw [symmetrizedEnergy_eq (by norm_num) (by norm_num)]
    norm_num

end

end HydrideSymmetrization
```

```lean
#print axioms HydrideSymmetrization.symmetrization_binds_hydride
```

```
'HydrideSymmetrization.symmetrization_binds_hydride' depends on axioms: [propext, Classical.choice, Quot.sound]
```

## How Lean carries out the integrals and the estimate

`mom_integral` obtains the moments from Mathlib's Gamma-function integral. It also proves integrability: Lean assigns the value zero to the integral of a non-integrable function, whereas the value found is positive. Integrability is what later permits integrals of sums to be split.

`orbital_mul` adds exponents and `hasDerivAt_orbital` supplies the radial derivative. With these, `overlap_eq` and `oneBody_eq` reduce to moments. In `innerRepulsion_eq`, the step `hin` checks the enclosed charge by differentiating an explicit antiderivative, and `e` rewrites the outer integrand as a combination of four moments.

`productEnergy_eq` substitutes these results; `field_simp` clears denominators and `ring` confirms the polynomial identity. In `symmetrizedEnergy_eq`, the steps `hD`, `hT` and `hX` write \(D\), \(S(a,b)^2\) and \(X\) as multiples of \(N\), which then cancels.

In the final theorem, `key` treats \(b\le a\). Its step `hpoly` shows \(p\ge0\), with `nlinarith` given the squares that appear in the identity for \(27p\). The decomposition of \(J\) is `hJ`, and `hmain` makes the case split at \(4/5\), using the square of \(a-7/10\) in the second case. The case \(a\le b\) follows from `hsym`, the exchange symmetry of the product energy. For the symmetrized state, `norm_num` evaluates the closed form at the rational exponents and compares fractions, with no rounding.
